# The augmentation matrix's quadratic form is the all-electron squared norm minus the pseudo squared norm

Take two finite families of vectors, φ_i (all-electron) and χ_i (pseudo), with the same index set in a complex inner product space, and let Q_ij = ⟨φ_i, φ_j⟩ − ⟨χ_i, χ_j⟩. The theorem says that for any complex amplitudes c_i, c†Qc = ‖Σ c_i φ_i‖² − ‖Σ c_i χ_i‖², the difference in squared norm between the two expansions. Neither family need be normalised, orthogonal or linearly independent, and the difference may have either sign. The proof first writes the squared norm of a general expansion as a double sum of inner products, then applies this to both families and compares the sums term by term.

In Lean, a first try:

```lean
import Mathlib

open Matrix

namespace PseudoReconstruction

noncomputable section

variable {E ι : Type*} [NormedAddCommGroup E] [InnerProductSpace ℂ E] [Fintype ι]

/-- The augmentation matrix `Q_ij = ⟨φ_i, φ_j⟩ - ⟨χ_i, χ_j⟩`. -/
def augmentation (φ χ : ι → E) : Matrix ι ι ℂ :=
  Matrix.of fun i j => inner ℂ (φ i) (φ j) - inner ℂ (χ i) (χ j)

/-- The quadratic form `c†Qc` is the squared norm of the all-electron expansion minus that of
the pseudo expansion with the same amplitudes. -/
theorem augmentation_form (φ χ : ι → E) (c : ι → ℂ) :
    star c ⬝ᵥ (augmentation φ χ *ᵥ c) =
      ((‖∑ i, c i • φ i‖ ^ 2 - ‖∑ i, c i • χ i‖ ^ 2 : ℝ) : ℂ) := by
  -- expand the squared norm of a linear combination
  have h : ∀ f : ι → E, ((‖∑ i, c i • f i‖ ^ 2 : ℝ) : ℂ) =
      ∑ i, ∑ j, star (c i) * (inner ℂ (f i) (f j) * c j) := by
    intro f
    rw [Complex.ofReal_pow]
    refine (inner_self_eq_norm_sq_to_K (𝕜 := ℂ) _).symm.trans ?_
    rw [sum_inner]
    refine Finset.sum_congr rfl fun i _ => ?_
    rw [inner_sum]
    refine Finset.sum_congr rfl fun j _ => ?_
    rw [inner_smul_left, inner_smul_right, starRingEnd_apply]
    ring
  rw [Complex.ofReal_sub, h φ, h χ, ← Finset.sum_sub_distrib]
  simp only [dotProduct, Matrix.mulVec, Pi.star_apply, Finset.mul_sum]
  refine Finset.sum_congr rfl fun i _ => ?_
  rw [← Finset.sum_sub_distrib]
  refine Finset.sum_congr rfl fun j _ => ?_
  simp only [augmentation, Matrix.of_apply]
  ring

end

end PseudoReconstruction
```

Lean reports:

```
Main.lean:25:12: error: typeclass instance problem is stuck
  InnerProductSpace ℂ ?m.136

Note: Lean will not try to resolve this typeclass instance problem because the second and fourth type arguments to `InnerProductSpace` are metavariables. These arguments must be fully determined before Lean will try to resolve the typeclass.

Hint: Adding type annotations and supplying implicit arguments to functions can give Lean more information for typeclass resolution. For example, if you have a variable `x` that you intend to be a `Nat`, but Lean reports it as having an unresolved type like `?m`, replacing `x` with `(x : Nat)` can get typeclass resolution un-stuck.
```

Cause. The error arises in the auxiliary claim `h`, where `inner_self_eq_norm_sq_to_K` is used to turn a squared norm into the inner product of a vector with itself. The message says that Lean needs an instance of `InnerProductSpace ℂ ?m.136` but does not yet know which space `?m.136` is.

The lemma's vector was given as `_`, and `(𝕜 := ℂ)` fixes only the scalars. The goal does contain the vector, but the lemma sits at the head of `.symm.trans ?_`, and Lean has to elaborate that head before it can match the whole term against the goal. At that point nothing says that the vector lies in `E`, so the instance search is stuck.

The repair writes the vector out as `∑ i, c i • f i`. Since `f i` has type `E`, so does the sum, and Lean can find the inner product structure declared on `E`. The mathematical step is the same as before, and the rest of the proof is unchanged.

Fix (accepted with no message):

```diff
@@ -23,5 +23,5 @@
     intro f
     rw [Complex.ofReal_pow]
-    refine (inner_self_eq_norm_sq_to_K (𝕜 := ℂ) _).symm.trans ?_
+    refine (inner_self_eq_norm_sq_to_K (𝕜 := ℂ) (∑ i, c i • f i)).symm.trans ?_
     rw [sum_inner]
     refine Finset.sum_congr rfl fun i _ => ?_
```
